# In a two-state model, a constant error in the product diabat shifts each barrier by no more than that error

Let $a$, $b$ and $v$ be continuous on $[0,1]$: the reactant diabat, the product diabat and their coupling. Let $M(d)$ be the maximum over $x$ of the lower eigenvalue of

$$\begin{pmatrix} a(x) & v(x)\\ v(x) & b(x)+d\end{pmatrix}.$$

Measured from the diabatic end energies, the forward barrier is $M(d)-a(0)$ and the reverse barrier is $M(d)-(b(1)+d)$. If the product error rises from $d$ to $e\ge d$, the forward barrier changes by between $0$ and $e-d$, and the reverse barrier by between $-(e-d)$ and $0$. An error-free start is the case $d=0$. For electronic structure this bounds how an error in the diabatic reaction energy $b(1)-a(0)$ enters these barriers, provided that two states suffice, the error is constant along the path, and $a$ and $v$ are unaffected.

## The lower surface and its barriers

In Lean 4 with Mathlib:

```lean
import Mathlib

open Set

namespace BarrierErrorCancellation

noncomputable section

/-- The two-state Hamiltonian with diabatic energies `p`, `q` and coupling `w`. -/
def twoState (p w q : ℝ) : Matrix (Fin 2) (Fin 2) ℝ := !![p, w; w, q]
```

`twoState p w q` is the Hamiltonian at one geometry, with diabatic energies $p,q$ and real coupling $w$.

```lean
/-- The lower adiabatic level: the mean diabatic energy minus half the adiabatic gap. -/
def lowerLevel (p w q : ℝ) : ℝ := (p + q) / 2 - √(((p - q) / 2) ^ 2 + w ^ 2)
```

This is the lower level, $L(p,w,q)=\frac{p+q}{2}-\sqrt{\left(\frac{p-q}{2}\right)^2+w^2}$.

```lean
/-- The lower adiabatic surface along the reaction coordinate `x`, when the product
diabat `b` carries a constant error `d`. -/
def lowerSurface (a b v : ℝ → ℝ) (d x : ℝ) : ℝ := lowerLevel (a x) (v x) (b x + d)
```

Along the path the lower surface is $L_d(x)=L(a(x),v(x),b(x)+d)$.

```lean
/-- The barrier top: the supremum of the lower surface over the path `[0,1]`. -/
def barrierTop (a b v : ℝ → ℝ) (d : ℝ) : ℝ := sSup (lowerSurface a b v d '' Icc 0 1)
```

`Icc 0 1` is the closed interval $[0,1]$, `''` takes the image of a set under a function, and `sSup` is the supremum. So `barrierTop` is $M(d)$, which may lie at an end of the path.

```lean
/-- The forward barrier, measured from the diabatic reactant energy `a 0`. -/
def forwardBarrier (a b v : ℝ → ℝ) (d : ℝ) : ℝ := barrierTop a b v d - a 0
```

The forward barrier is $M(d)-a(0)$.

```lean
/-- The reverse barrier, measured from the diabatic product energy `b 1 + d`. -/
def reverseBarrier (a b v : ℝ → ℝ) (d : ℝ) : ℝ := barrierTop a b v d - (b 1 + d)
```

The reverse barrier is $M(d)-(b(1)+d)$. Its reference energy moves with the error. If you keep $b(1)$ as the reference, the reverse barrier seems to rise or stay put as $d$ grows, when in fact it falls or stays put.

Both references are diabatic energies; coupling at the ends of the path can make the adiabatic ones different.

## The level at one geometry

```lean
/-- The lower level is the smallest root of the secular equation `det (H - E) = 0`. -/
theorem lowerLevel_isLeast (p w q : ℝ) :
    IsLeast {E : ℝ | (twoState p w q - E • (1 : Matrix (Fin 2) (Fin 2) ℝ)).det = 0}
      (lowerLevel p w q) := by
  have key : ∀ E : ℝ, (twoState p w q - E • (1 : Matrix (Fin 2) (Fin 2) ℝ)).det
      = (p - E) * (q - E) - w ^ 2 := by
    intro E
    rw [Matrix.det_fin_two]
    simp [twoState]
    ring
  have hS := Real.sq_sqrt (show 0 ≤ ((p - q) / 2) ^ 2 + w ^ 2 by positivity)
  constructor
  · show (twoState p w q - lowerLevel p w q • (1 : Matrix (Fin 2) (Fin 2) ℝ)).det = 0
    rw [key]
    unfold lowerLevel
    linear_combination hS
  · intro E hE
    have h : (p - E) * (q - E) - w ^ 2 = 0 := (key E).symm.trans hE
    -- every root lies within half a gap of the mean energy
    have h2 : |(p + q) / 2 - E| ≤ √(((p - q) / 2) ^ 2 + w ^ 2) :=
      Real.abs_le_sqrt (le_of_eq (by linear_combination h))
    unfold lowerLevel
    linarith [le_abs_self ((p + q) / 2 - E)]
```

`IsLeast` says that $L$ is a root of the secular equation and that no root is smaller. By hand,

$$(p-E)(q-E)-w^2=\left(\tfrac{p+q}{2}-E\right)^2-\left(\tfrac{p-q}{2}\right)^2-w^2,$$

so every root lies within half a gap of the mean, and $L$ is the lower end of that range.

```lean
/-- Without coupling, the lower level is the smaller of the two diabatic energies. -/
theorem lowerLevel_uncoupled (p q : ℝ) : lowerLevel p 0 q = min p q := by
  have h : √(((p - q) / 2) ^ 2 + 0 ^ 2) = |(p - q) / 2| := by
    rw [← Real.sqrt_sq_eq_abs]
    congr 1
    ring
  unfold lowerLevel
  rw [h]
  rcases le_total p q with hpq | hpq
  · rw [min_eq_left hpq, abs_of_nonpos (by linarith)]
    ring
  · rw [min_eq_right hpq, abs_of_nonneg (by linarith)]
    ring
```

For $w=0$ the square root is $|p-q|/2$, which leaves $\min(p,q)$. The proof treats the two orderings separately.

```lean
/-- Changing half the diabatic gap from `u` to `u'` raises half the adiabatic gap by at most
`|u' - u|`, and by strictly less if the coupling `w` is nonzero and `u' ≠ u`. -/
theorem halfGap_shift (u u' w : ℝ) :
    √(u' ^ 2 + w ^ 2) ≤ √(u ^ 2 + w ^ 2) + |u' - u| ∧
    (w ≠ 0 → u' ≠ u → √(u' ^ 2 + w ^ 2) < √(u ^ 2 + w ^ 2) + |u' - u|) := by
  have hS := Real.sq_sqrt (show 0 ≤ u ^ 2 + w ^ 2 by positivity)
  have hm : u * (u' - u) ≤ |u| * |u' - u| := by
    rw [← abs_mul]
    exact le_abs_self _
  constructor
  · have hu : |u| ≤ √(u ^ 2 + w ^ 2) := Real.abs_le_sqrt (by linarith [sq_nonneg w])
    have h := mul_le_mul_of_nonneg_right hu (abs_nonneg (u' - u))
    exact Real.sqrt_le_iff.mpr ⟨by positivity, by nlinarith [sq_abs (u' - u)]⟩
  · intro hw hne
    have hw2 : 0 < w ^ 2 := by positivity
    have hu : |u| < √(u ^ 2 + w ^ 2) :=
      (Real.lt_sqrt (abs_nonneg u)).mpr (by rw [sq_abs]; linarith)
    have hd : 0 < |u' - u| := abs_pos.mpr (sub_ne_zero.mpr hne)
    have h := mul_lt_mul_of_pos_right hu hd
    exact (Real.sqrt_lt' (by linarith [abs_nonneg u])).mpr
      (by nlinarith [sq_abs (u' - u)])
```

Write $S=\sqrt{u^2+w^2}$ and $\delta=|u'-u|$. Since $|u|\le S$,

$$u'^2+w^2=S^2+2u(u'-u)+\delta^2\le S^2+2S\delta+\delta^2=(S+\delta)^2.$$

Taking roots gives the bound. If $w\ne0$, then $|u|<S$, and for $\delta>0$ the inequality is strict. `nlinarith` does the algebra with the squares.

```lean
/-- Raising one diabatic energy from `q` to `r` raises the lower level by between zero and
`r - q`; both bounds are strict if the coupling is nonzero and `q < r`. -/
theorem lowerLevel_shift (p w : ℝ) {q r : ℝ} (hqr : q ≤ r) :
    (lowerLevel p w q ≤ lowerLevel p w r ∧
      lowerLevel p w r ≤ lowerLevel p w q + (r - q)) ∧
    (w ≠ 0 → q < r → lowerLevel p w q < lowerLevel p w r ∧
      lowerLevel p w r < lowerLevel p w q + (r - q)) := by
  have h1 := halfGap_shift ((p - q) / 2) ((p - r) / 2) w
  have h2 := halfGap_shift ((p - r) / 2) ((p - q) / 2) w
  have e1 : |(p - r) / 2 - (p - q) / 2| = (r - q) / 2 := by
    rw [abs_of_nonpos (by linarith)]
    ring
  have e2 : |(p - q) / 2 - (p - r) / 2| = (r - q) / 2 := by
    rw [abs_of_nonneg (by linarith)]
    ring
  rw [e1] at h1
  rw [e2] at h2
  unfold lowerLevel
  refine ⟨⟨by linarith [h1.1], by linarith [h2.1]⟩, fun hw hlt => ?_⟩
  have s1 := h1.2 hw (fun h => by linarith)
  have s2 := h2.2 hw (fun h => by linarith)
  exact ⟨by linarith, by linarith⟩
```

Raise $q$ to $r$. The mean rises by $(r-q)/2$, and the half-gap changes by at most $(r-q)/2$ in either direction. Their difference $L$ therefore rises by between $0$ and $r-q$, strictly so if $w\neq0$ and $q<r$. The half-gap lemma is used twice, once in each direction.

## From the level to the barriers

```lean
variable {a b v : ℝ → ℝ}

/-- For continuous diabats and coupling, the barrier top is the highest point of the lower
surface, attained somewhere on the path. -/
theorem barrierTop_isGreatest (ha : ContinuousOn a (Icc 0 1)) (hb : ContinuousOn b (Icc 0 1))
    (hv : ContinuousOn v (Icc 0 1)) (d : ℝ) :
    IsGreatest (lowerSurface a b v d '' Icc 0 1) (barrierTop a b v d) := by
  have hc : ContinuousOn (lowerSurface a b v d) (Icc 0 1) :=
    ((ha.add (hb.add continuousOn_const)).div_const 2).sub
      ((((ha.sub (hb.add continuousOn_const)).div_const 2).pow 2).add (hv.pow 2)).sqrt
  exact (isCompact_Icc.image_of_continuousOn hc).isGreatest_sSup
    ((nonempty_Icc.mpr zero_le_one).image _)
```

`ContinuousOn` asks for continuity on $[0,1]$ only. The surface is then continuous on a compact interval, so the supremum is an attained maximum.

```lean
/-- For continuous diabats and coupling, raising the product error from `d` to `e` raises the
barrier top by between zero and `e - d`. -/
theorem barrierTop_shift (ha : ContinuousOn a (Icc 0 1)) (hb : ContinuousOn b (Icc 0 1))
    (hv : ContinuousOn v (Icc 0 1)) {d e : ℝ} (hde : d ≤ e) :
    0 ≤ barrierTop a b v e - barrierTop a b v d ∧
    barrierTop a b v e - barrierTop a b v d ≤ e - d := by
  obtain ⟨⟨x, hx, hxM⟩, hubd⟩ := barrierTop_isGreatest ha hb hv d
  obtain ⟨⟨y, hy, hyM⟩, hube⟩ := barrierTop_isGreatest ha hb hv e
  -- compare the two surfaces at the top of each
  have h1 : lowerSurface a b v e x ≤ barrierTop a b v e := hube (mem_image_of_mem _ hx)
  have h2 : lowerSurface a b v d y ≤ barrierTop a b v d := hubd (mem_image_of_mem _ hy)
  have s1 := (lowerLevel_shift (a x) (v x) (show b x + d ≤ b x + e by linarith)).1.1
  have s2 := (lowerLevel_shift (a y) (v y) (show b y + d ≤ b y + e by linarith)).1.2
  simp only [lowerSurface] at hxM hyM h1 h2
  exact ⟨by linarith, by linarith⟩
```

Let $x$ be a maximiser of $L_d$ and $y$ one of $L_e$. Then

$$M(d)=L_d(x)\le L_e(x)\le M(e),$$
$$M(e)=L_e(y)\le L_d(y)+(e-d)\le M(d)+(e-d).$$

The two maximisers need not coincide. `linarith` chains these inequalities.

```lean
/-- For continuous diabats and coupling, raising the product error from `d` to `e` changes the
forward barrier by between `0` and `e - d`, and the reverse barrier by between `-(e - d)`
and `0`. -/
theorem barriers_shift (ha : ContinuousOn a (Icc 0 1)) (hb : ContinuousOn b (Icc 0 1))
    (hv : ContinuousOn v (Icc 0 1)) {d e : ℝ} (hde : d ≤ e) :
    forwardBarrier a b v e - forwardBarrier a b v d ∈ Icc 0 (e - d) ∧
    reverseBarrier a b v e - reverseBarrier a b v d ∈ Icc (-(e - d)) 0 := by
  obtain ⟨h1, h2⟩ := barrierTop_shift ha hb hv hde
  unfold forwardBarrier reverseBarrier
  exact ⟨⟨by linarith, by linarith⟩, ⟨by linarith, by linarith⟩⟩
```

Here `∈ Icc` states both bounds at once. The forward reference is fixed, so that barrier changes by $M(e)-M(d)$. The reverse reference rises by $e-d$, which is subtracted.

```lean
/-- Let the diabats and the coupling be continuous and `d < e`. If, wherever the coupling
vanishes, the lower surface at error `e` stays below the barrier top at error `d`, then all
four bounds on the barrier changes are strict. -/
theorem barriers_shift_strict (ha : ContinuousOn a (Icc 0 1)) (hb : ContinuousOn b (Icc 0 1))
    (hv : ContinuousOn v (Icc 0 1)) {d e : ℝ} (hde : d < e)
    (h0 : ∀ x ∈ Icc (0 : ℝ) 1, v x = 0 → lowerSurface a b v e x < barrierTop a b v d) :
    forwardBarrier a b v e - forwardBarrier a b v d ∈ Ioo 0 (e - d) ∧
    reverseBarrier a b v e - reverseBarrier a b v d ∈ Ioo (-(e - d)) 0 := by
  have hmono := (barrierTop_shift ha hb hv hde.le).1
  obtain ⟨⟨x, hx, hxM⟩, hubd⟩ := barrierTop_isGreatest ha hb hv d
  obtain ⟨⟨y, hy, hyM⟩, hube⟩ := barrierTop_isGreatest ha hb hv e
  have h1 : lowerSurface a b v e x ≤ barrierTop a b v e := hube (mem_image_of_mem _ hx)
  have h2 : lowerSurface a b v d y ≤ barrierTop a b v d := hubd (mem_image_of_mem _ hy)
  have s1 := lowerLevel_shift (a x) (v x) (show b x + d ≤ b x + e by linarith)
  have s2 := lowerLevel_shift (a y) (v y) (show b y + d ≤ b y + e by linarith)
  have h0x := h0 x hx
  have h0y := h0 y hy
  simp only [lowerSurface] at hxM hyM h1 h2 h0x h0y
  -- the coupling is nonzero at both barrier tops
  have hvx : v x ≠ 0 := fun h => by linarith [h0x h, s1.1.1]
  have hvy : v y ≠ 0 := fun h => by linarith [h0y h]
  have t1 := (s1.2 hvx (by linarith)).1
  have t2 := (s2.2 hvy (by linarith)).2
  unfold forwardBarrier reverseBarrier
  exact ⟨⟨by linarith, by linarith⟩, ⟨by linarith, by linarith⟩⟩
```

`Ioo` is the open interval, so all four bounds are now strict. The hypothesis `h0` says that wherever $v=0$, $L_e$ lies below $M(d)$; it holds automatically if the coupling never vanishes on the path. Since $L_e(x)\ge M(d)$ and $L_e(y)=M(e)\ge M(d)$, the coupling is nonzero at both maximisers, and the strict level shift applies there.

## Straight lines that reach the bounds

```lean
/-- For uncoupled straight-line diabats `α h x` and `(1 - α) h (1 - x) + d`, with `0 ≤ α ≤ 1`,
`h > 0` and `-(1 - α) h ≤ d ≤ α h`, the forward barrier is linear in `d` with slope `α`. -/
theorem forwardBarrier_linear {α h d : ℝ} (hα : 0 ≤ α) (hα1 : α ≤ 1) (hh : 0 < h)
    (hd : -((1 - α) * h) ≤ d) (hd1 : d ≤ α * h) :
    forwardBarrier (fun x => α * h * x) (fun x => (1 - α) * h * (1 - x)) (fun _ => 0) d
      = α * ((1 - α) * h + d) := by
  have top : barrierTop (fun x => α * h * x) (fun x => (1 - α) * h * (1 - x)) (fun _ => 0) d
      = α * ((1 - α) * h + d) := by
    apply IsGreatest.csSup_eq
    constructor
    · -- the top is the crossing point of the two lines
      have hX : ((1 - α) * h + d) / h * h = (1 - α) * h + d := div_mul_cancel₀ _ hh.ne'
      refine ⟨((1 - α) * h + d) / h,
        ⟨div_nonneg (by linarith) hh.le, (div_le_one hh).mpr (by linarith)⟩, ?_⟩
      have hcross : (1 - α) * h * (1 - ((1 - α) * h + d) / h) + d
          = α * h * (((1 - α) * h + d) / h) := by
        linear_combination -hX
      simp only [lowerSurface]
      rw [lowerLevel_uncoupled, hcross, min_self]
      linear_combination α * hX
    · rintro _ ⟨x, -, rfl⟩
      simp only [lowerSurface]
      rw [lowerLevel_uncoupled]
      -- weight the two diabatic bounds by `1 - α` and `α`
      have m1 := mul_le_mul_of_nonneg_left
        (min_le_left (α * h * x) ((1 - α) * h * (1 - x) + d)) (sub_nonneg.mpr hα1)
      have m2 := mul_le_mul_of_nonneg_left
        (min_le_right (α * h * x) ((1 - α) * h * (1 - x) + d)) hα
      linarith
  simp only [forwardBarrier, top]
  ring

end

end BarrierErrorCancellation
```

The uncoupled lines cross at $X=((1-\alpha)h+d)/h$, which the limits on $d$ keep in $[0,1]$, at height $\alpha((1-\alpha)h+d)$. No point is higher, because a minimum is at most any weighted mean:

$$\min\le(1-\alpha)\,\alpha hx+\alpha\left[(1-\alpha)h(1-x)+d\right]=\alpha\left((1-\alpha)h+d\right).$$

As $a(0)=0$, this is the forward barrier. Within the allowed range of errors it changes by $\alpha(e-d)$, so $\alpha=0$ and $\alpha=1$ attain the two forward bounds.

```lean
#print axioms BarrierErrorCancellation.lowerLevel_isLeast
-- 'BarrierErrorCancellation.lowerLevel_isLeast' depends on axioms: [propext, Classical.choice, Quot.sound]
#print axioms BarrierErrorCancellation.barriers_shift
-- 'BarrierErrorCancellation.barriers_shift' depends on axioms: [propext, Classical.choice, Quot.sound]
#print axioms BarrierErrorCancellation.barriers_shift_strict
-- 'BarrierErrorCancellation.barriers_shift_strict' depends on axioms: [propext, Classical.choice, Quot.sound]
#print axioms BarrierErrorCancellation.forwardBarrier_linear
-- 'BarrierErrorCancellation.forwardBarrier_linear' depends on axioms: [propext, Classical.choice, Quot.sound]
```
